# The scaling flow dg/d ln L = εg − c with c > 0 has no metal for ε ≤ 0

Take a disordered conductor at zero temperature, with electrons that do not interact, and measure the dimensionless conductance g of a cube of side L. Now build larger cubes from the same material. Does g stay positive however large the cube becomes, or does it run out?

Measure L in units of the starting side and set s = ln L, so that the starting sample sits at s = 0. Ohm's law in d dimensions makes g scale as L^ε with ε = d − 2. Quantum interference between a closed path and its time-reversed partner makes electrons return more often, which lowers g by a fixed amount c per unit of s. Together these give

dg/ds = εg − c.

The constant c > 0 is postulated. It stands for the strength of this interference when time-reversal symmetry holds and spin-orbit scattering is negligible. The flow itself is also assumed, not derived from a random Hamiltonian. It is the weak-disorder form of the scaling theory of localization, used here all the way down to g = 0. In a real insulator g decays exponentially with L, so a zero of g in this model shows that the weak-disorder form has been carried beyond its range. It signals an insulator, not a conductance that is exactly zero.

In Lean, ε is `eps`, an arbitrary real number.

```lean
import Mathlib

open Set

namespace LocalizationScaling

noncomputable section
```

Two functions of the parameters will be needed. The first is β(g) = ε − c/g.

```lean
/-- The scaling function `d ln g / d ln L = eps - c / g`, for nonzero conductance `g`. -/
def beta (eps c g : ℝ) : ℝ := eps - c / g
```

The second is the conductance at which β vanishes, g_c = c/ε for ε ≠ 0. For ε < 0 it is negative, so no physical sample sits there, but it remains useful in solving the flow.

```lean
/-- The critical conductance `c / eps`, for `eps ≠ 0`. -/
def critical (eps c : ℝ) : ℝ := c / eps
```

The flow is a condition on a function g and a set I of scales. `HasDerivWithinAt` takes the derivative within I, so it is one-sided at an endpoint such as s = 0 in [0, ∞).

```lean
/-- The conductance `g`, as a function of `s = ln L`, obeys `g' = eps g - c` on the set `I`
of logarithmic scales. -/
def IsScalingFlow (eps c : ℝ) (g : ℝ → ℝ) (I : Set ℝ) : Prop :=
  ∀ s ∈ I, HasDerivWithinAt g (eps * g s - c) I s
```

## (a) Zero slope on an interval

Let I be an interval containing 0, and let f have zero derivative on I. Show that for every s in I

f(s) = f(0).

By the mean value theorem, f(s) − f(0) equals s times the slope at some point between 0 and s. That slope is zero. If s = 0 there is nothing to show.

The solution formulas derived in (c) and (g) rest on the Mathlib theorem used here, `Convex.norm_image_sub_le_of_norm_hasDerivWithin_le`. It says that if the derivative within a convex set is bounded in norm by C, then f changes by at most C times the distance between two points. With C = 0 the change is zero. Convexity, which on the real line means being an interval, matters: on two separated intervals f could take two different constant values. Because the theorem accepts derivatives within the set, endpoints need no separate treatment.

```lean
variable {eps c s : ℝ} {g : ℝ → ℝ} {I : Set ℝ}

/-- A quantity whose derivative vanishes on an interval containing `0` keeps its value at `0`. -/
theorem eq_initial {f : ℝ → ℝ} (hI : Convex ℝ I)
    (hf : ∀ t ∈ I, HasDerivWithinAt f 0 I t) (h0 : (0 : ℝ) ∈ I) (hs : s ∈ I) :
    f s = f 0 := by
  have h := Convex.norm_image_sub_le_of_norm_hasDerivWithin_le
    (f' := fun _ => (0 : ℝ)) (C := 0) hf (by intro x _; simp) hI h0 hs
  rw [zero_mul] at h
  exact sub_eq_zero.mp (norm_le_zero_iff.mp h)
```

## (b) The logarithmic slope

Show that wherever g(s) > 0

d ln g/ds = β(g(s)).

The chain rule gives g′/g = (εg − c)/g = ε − c/g. The right-hand side depends on L only through g, which is what one-parameter scaling means. In the proof, `congr_deriv` replaces the derivative supplied by the chain rule with an equal expression.

```lean
/-- Where the conductance is positive, the logarithmic derivative of a scaling flow is the
scaling function `beta`. -/
theorem log_slope (h : IsScalingFlow eps c g I) (hs : s ∈ I) (hg : 0 < g s) :
    HasDerivWithinAt (fun t => Real.log (g t)) (beta eps c (g s)) I s := by
  refine ((h s hs).log hg.ne').congr_deriv ?_
  rw [beta, sub_div, mul_div_cancel_right₀ _ hg.ne']
```

## (c) Distance from criticality

Let ε ≠ 0 and let I be an interval containing 0. Show that every solution obeys

g(s) − g_c = (g(0) − g_c) exp(εs).

Remove the expected exponential factor by setting u(s) = (g(s) − g_c) exp(−εs). Then

u′ = (εg − c) exp(−εs) − ε(g − g_c) exp(−εs) = (εg_c − c) exp(−εs) = 0,

because εg_c = c. By (a), u(s) = u(0) = g(0) − g_c. Multiplying by exp(εs) gives the result.

The Lean proof follows the same route: `hk` is εg_c = c, `hconst` is the constancy of u, and the last `linear_combination` multiplies back by the exponential. The sign of c plays no role.

```lean
/-- For `eps ≠ 0`, on an interval of scales containing `0`, the distance from the critical
conductance evolves as `exp (eps s)`. -/
theorem flow_solution (h : IsScalingFlow eps c g I) (hI : Convex ℝ I) (h0 : (0 : ℝ) ∈ I)
    (hs : s ∈ I) (heps : eps ≠ 0) :
    g s - critical eps c = (g 0 - critical eps c) * Real.exp (eps * s) := by
  have hk : eps * critical eps c = c := by
    unfold critical
    field_simp
  -- the distance from criticality, with its factor exp (eps s) removed, is constant
  have hconst : (g s - critical eps c) * Real.exp (-(eps * s))
      = (g 0 - critical eps c) * Real.exp (-(eps * 0)) := by
    refine eq_initial (f := fun t => (g t - critical eps c) * Real.exp (-(eps * t)))
      hI ?_ h0 hs
    intro t ht
    have he : HasDerivAt (fun t => Real.exp (-(eps * t)))
        (Real.exp (-(eps * t)) * (-(eps * 1))) t :=
      ((hasDerivAt_id' t).const_mul eps).fun_neg.exp
    refine (((h t ht).sub_const (critical eps c)).mul he.hasDerivWithinAt).congr_deriv ?_
    show (eps * g t - c) * Real.exp (-(eps * t))
      + (g t - critical eps c) * (Real.exp (-(eps * t)) * (-(eps * 1))) = 0
    linear_combination Real.exp (-(eps * t)) * hk
  have hE : Real.exp (-(eps * s)) * Real.exp (eps * s) = 1 := by
    rw [← Real.exp_add, neg_add_cancel, Real.exp_zero]
  rw [mul_zero, neg_zero, Real.exp_zero, mul_one] at hconst
  linear_combination Real.exp (eps * s) * hconst - (g s - critical eps c) * hE
```

## (d) The exponential law is a solution

Part (c) says what a solution must look like. Show that for ε ≠ 0 and any real g0 the function

g(t) = g_c + (g0 − g_c) exp(εt)

does solve the flow.

Its derivative is ε(g0 − g_c) exp(εt). On the other side,

εg(t) − c = εg_c − c + ε(g0 − g_c) exp(εt),

and the first two terms cancel. At t = 0 the formula returns g0. The Lean statement allows any set I of scales.

```lean
/-- For `eps ≠ 0` and any initial conductance `g0`, the exponential law solves the scaling
flow. -/
theorem flow_exists (g0 : ℝ) (heps : eps ≠ 0) :
    IsScalingFlow eps c
      (fun t => critical eps c + (g0 - critical eps c) * Real.exp (eps * t)) I := by
  intro t _
  have hk : eps * critical eps c = c := by
    unfold critical
    field_simp
  have he : HasDerivAt (fun t => Real.exp (eps * t)) (Real.exp (eps * t) * (eps * 1)) t :=
    ((hasDerivAt_id' t).const_mul eps).exp
  refine ((he.const_mul (g0 - critical eps c)).const_add
    (critical eps c)).hasDerivWithinAt.congr_deriv ?_
  linear_combination -hk
```

## (e) The critical exponent

Let ε ≠ 0 and δ ≥ 0. Show that, at a scale s in I with L = exp(s), the distance |g(s) − g_c| equals δ exactly when

L |g(0) − g_c|^(1/ε) = δ^(1/ε).

Take absolute values in (c) and raise both sides to the power 1/ε:

|g(s) − g_c|^(1/ε) = |g(0) − g_c|^(1/ε) exp(s).

Two non-negative numbers are equal exactly when their powers 1/ε are equal, which gives the claim. For ε < 0 and a vanishing distance, this relies on Mathlib's convention that zero to a negative power is zero.

For ε > 0, fixed δ > 0 and a start away from g_c, the length grows as |g(0) − g_c|^(−1/ε) as the start approaches g_c. This is the sense in which the critical exponent of this flow is 1/ε. In three dimensions ε = 1 and the critical point lies at g = c, where the weak-disorder form is an extrapolation, so the resulting exponent 1 should not be taken as that of the real transition.

In Lean, `hp` is the displayed identity and `Real.rpow_left_inj` compares the powers.

```lean
/-- For a scaling flow with `eps ≠ 0` on an interval of scales containing `0`, the distance
`|g(s) - c/eps|` equals `δ ≥ 0` exactly when `L = exp s` obeys
`L |g(0) - c/eps|^(1/eps) = δ^(1/eps)`. -/
theorem critical_exponent (h : IsScalingFlow eps c g I) (hI : Convex ℝ I)
    (h0 : (0 : ℝ) ∈ I) (hs : s ∈ I) (heps : eps ≠ 0) {δ : ℝ} (hδ : 0 ≤ δ) :
    |g s - critical eps c| = δ ↔
      Real.exp s * |g 0 - critical eps c| ^ (1 / eps) = δ ^ (1 / eps) := by
  have ha : |g s - critical eps c| = |g 0 - critical eps c| * Real.exp (eps * s) := by
    rw [flow_solution h hI h0 hs heps, abs_mul, abs_of_pos (Real.exp_pos _)]
  have hx : eps * s * (1 / eps) = s := by field_simp
  have hp : |g s - critical eps c| ^ (1 / eps)
      = Real.exp s * |g 0 - critical eps c| ^ (1 / eps) := by
    rw [ha, Real.mul_rpow (abs_nonneg _) (Real.exp_pos _).le, ← Real.exp_mul, hx, mul_comm]
  rw [← hp]
  exact (Real.rpow_left_inj (abs_nonneg _) hδ (one_div_ne_zero heps)).symm
```

## (f) Where the insulator's conductance vanishes

Let ε > 0, c > 0 and g(0) ≤ g_c. Show that g(s) = 0 exactly when

L (g_c − g(0))^(1/ε) = g_c^(1/ε).

By (c), g(s) − g_c keeps the sign of g(0) − g_c, so g(s) ≤ g_c and |g(s) − g_c| = g_c − g(s). This equals g_c exactly when g(s) = 0. Now use (e) with δ = g_c. If g(0) = g_c, the left side is zero and the right side is positive, so the conductance never vanishes.

The length at which g vanishes therefore diverges as g(0) approaches g_c from below, with the same exponent as in (e). The Lean name `localization_length` refers to this length. The localization length proper is the decay length of an insulator's conductance, which this flow does not describe. In Lean, `hle` records the sign, and the two uses of `abs_of_nonpos` remove the absolute values.

```lean
/-- For a scaling flow with `eps, c > 0` on an interval of scales containing `0`, and initial
conductance at most critical, the conductance vanishes at the length `L = exp s` exactly when
`L (c/eps - g(0))^(1/eps) = (c/eps)^(1/eps)`. -/
theorem localization_length (h : IsScalingFlow eps c g I) (hI : Convex ℝ I)
    (h0 : (0 : ℝ) ∈ I) (hs : s ∈ I) (heps : 0 < eps) (hc : 0 < c)
    (hg : g 0 ≤ critical eps c) :
    g s = 0 ↔ Real.exp s * (critical eps c - g 0) ^ (1 / eps)
      = critical eps c ^ (1 / eps) := by
  have hcp : 0 < critical eps c := div_pos hc heps
  have hle : g s - critical eps c ≤ 0 := by
    rw [flow_solution h hI h0 hs heps.ne']
    nlinarith [mul_nonneg (sub_nonneg.2 hg) (Real.exp_pos (eps * s)).le]
  have hx := critical_exponent h hI h0 hs heps.ne' hcp.le
  rw [abs_of_nonpos hle, abs_of_nonpos (sub_nonpos.2 hg), neg_sub, neg_sub] at hx
  rw [← hx]
  constructor <;> intro h' <;> linarith
```

## (g) The marginal case ε = 0

Let ε = 0 and c > 0, with I an interval containing 0. Show that for s in I

g(s) = 0 exactly when s = g(0)/c,

g(s) > 0 exactly when s < g(0)/c.

Now g′ = −c, so g(s) + cs has zero derivative. By (a) it equals g(0), and hence g(s) = g(0) − cs. Both claims follow on dividing by c > 0. In Lean, `hl` is this conservation law.

In terms of length, the zero lies at L = exp(g(0)/c). In this model a two-dimensional sample below that size has a positive conductance although no metal survives at larger scales. A positive conductance computed at a single size is therefore no proof of a metal; what matters is how it changes with L.

```lean
/-- For `eps = 0` and `c > 0`, on an interval of scales containing `0`, the conductance is zero
exactly at `s = g(0)/c` and positive exactly for `s < g(0)/c`. -/
theorem marginal_flow (h : IsScalingFlow 0 c g I) (hI : Convex ℝ I) (h0 : (0 : ℝ) ∈ I)
    (hs : s ∈ I) (hc : 0 < c) :
    (g s = 0 ↔ s = g 0 / c) ∧ (0 < g s ↔ s < g 0 / c) := by
  -- the conductance falls linearly in ln L
  have hl : g s + c * s = g 0 + c * 0 := by
    refine eq_initial (f := fun t => g t + c * t) hI ?_ h0 hs
    intro t ht
    refine ((h t ht).add ((hasDerivAt_id' t).const_mul c).hasDerivWithinAt).congr_deriv ?_
    ring
  rw [eq_div_iff hc.ne', lt_div_iff₀ hc]
  constructor <;> constructor <;> intro h' <;> linarith
```

## (h) A finite scale at which g is zero

Let the flow hold for all s ≥ 0, with c > 0, g(0) > 0 and εg(0) < c. Show that

g(s) = 0 for some s > 0.

If ε = 0, part (g) gives s = g(0)/c. If ε ≠ 0, put g(s) = 0 in (c) and solve for the exponential:

exp(εs) = c/(c − εg(0)), so s = (1/ε) ln[c/(c − εg(0))].

The denominator is positive by assumption. For ε > 0 it is smaller than c, so the logarithm is positive. For ε < 0 it is larger than c, so the logarithm is negative, and division by ε makes s positive again. Inserting this s in (c) gives g(s) − g_c = −g_c, hence g(s) = 0.

The Lean proof splits on ε in the same way. `hs` shows that the scale is positive, and `hr` is the final substitution. The set `Ici 0` is [0, ∞).

```lean
/-- If the scaling flow holds at all `s ≥ 0`, with `c > 0`, `g(0) > 0` and `eps g(0) < c`, the
conductance is zero at some finite `s > 0`. -/
theorem reaches_zero (h : IsScalingFlow eps c g (Ici 0)) (hc : 0 < c) (hg : 0 < g 0)
    (hlt : eps * g 0 < c) : ∃ s, 0 < s ∧ g s = 0 := by
  have h0 : (0 : ℝ) ∈ Ici (0 : ℝ) := mem_Ici.2 le_rfl
  rcases eq_or_ne eps 0 with rfl | heps
  · have hs : 0 < g 0 / c := div_pos hg hc
    exact ⟨g 0 / c, hs, (marginal_flow h (convex_Ici 0) h0 (mem_Ici.2 hs.le) hc).1.2 rfl⟩
  · have hd : 0 < c - eps * g 0 := sub_pos.2 hlt
    have hs : 0 < Real.log (c / (c - eps * g 0)) / eps := by
      rcases lt_or_gt_of_ne heps with hn | hp
      · exact div_pos_of_neg_of_neg (Real.log_neg (div_pos hc hd)
          ((div_lt_one hd).2 (by linarith [mul_neg_of_neg_of_pos hn hg]))) hn
      · exact div_pos (Real.log_pos
          ((one_lt_div hd).2 (by linarith [mul_pos hp hg]))) hp
    refine ⟨_, hs, ?_⟩
    have hx : ∀ x : ℝ, eps * (x / eps) = x := fun x => by field_simp
    have hk : eps * critical eps c = c := hx c
    have hsol := flow_solution h (convex_Ici 0) h0 (mem_Ici.2 hs.le) heps
    rw [hx, Real.exp_log (div_pos hc hd)] at hsol
    -- at this scale the deviation from criticality is minus the critical conductance
    have hr : (g 0 - critical eps c) * (c / (c - eps * g 0)) = -critical eps c := by
      rw [← mul_div_assoc, div_eq_iff hd.ne']
      linear_combination (-(g 0)) * hk
    linarith
```

## (i) When the conductance survives at every scale

Let the flow hold for all s ≥ 0, with c > 0, g(0) > 0 and any real ε. Show that g(s) > 0 for all s ≥ 0 if and only if

c ≤ εg(0).

If the inequality fails, (h) supplies a scale at which g is zero. If it holds, then εg(0) ≥ c > 0, and g(0) > 0 forces ε > 0. Dividing by ε gives g(0) ≥ g_c, so by (c)

g(s) = g_c + (g(0) − g_c) exp(εs) ≥ g_c > 0.

For ε ≤ 0 the right side of the criterion is at most zero while c is positive, so no starting conductance survives. For ε > 0 the survivors are those with g(0) ≥ g_c. Equality is the critical point itself, where g stays at g_c; it counts as surviving because the criterion asks only for positive conductance, not for growth.

In Lean, the first direction argues by contradiction through `reaches_zero`. The second derives `heps`, the positivity of ε, and then `hge`, the bound g_c ≤ g(0), before using the solution from (c).

```lean
/-- If the scaling flow holds at all `s ≥ 0`, with `c > 0`, `g(0) > 0` and any real `eps`, the
conductance is positive at all `s ≥ 0` if and only if `c ≤ eps g(0)`. -/
theorem metal_survives_iff (h : IsScalingFlow eps c g (Ici 0)) (hc : 0 < c)
    (hg : 0 < g 0) : (∀ s, 0 ≤ s → 0 < g s) ↔ c ≤ eps * g 0 := by
  constructor
  · intro hpos
    by_contra hn
    obtain ⟨s, hs, hz⟩ := reaches_zero h hc hg (not_le.1 hn)
    linarith [hpos s hs.le]
  · intro hm s hs
    have heps : 0 < eps := by
      by_contra hn
      nlinarith [mul_nonneg (neg_nonneg.2 (not_lt.1 hn)) hg.le]
    have hcp : 0 < critical eps c := div_pos hc heps
    have hge : critical eps c ≤ g 0 := (div_le_iff₀ heps).2 (by linarith)
    have hsol := flow_solution h (convex_Ici 0) (mem_Ici.2 le_rfl) (mem_Ici.2 hs) heps.ne'
    linarith [mul_nonneg (sub_nonneg.2 hge) (Real.exp_pos (eps * s)).le]

end

end LocalizationScaling
```

```lean
#print axioms LocalizationScaling.log_slope
#print axioms LocalizationScaling.flow_exists
#print axioms LocalizationScaling.localization_length
#print axioms LocalizationScaling.metal_survives_iff
```

```
'LocalizationScaling.log_slope' depends on axioms: [propext, Classical.choice, Quot.sound]
'LocalizationScaling.flow_exists' depends on axioms: [propext, Classical.choice, Quot.sound]
'LocalizationScaling.localization_length' depends on axioms: [propext, Classical.choice, Quot.sound]
'LocalizationScaling.metal_survives_iff' depends on axioms: [propext, Classical.choice, Quot.sound]
```
